# On the 4 × 4 torus, thermal one-electron correlations of the nearest-neighbour Hubbard model have equal eigenvalues at (π,0) and (π/2,π/2)

Let one electron on the periodic 4 × 4 lattice hop with unit amplitude to every site two nearest-neighbour steps away. There are two straight targets, $(2,0)$ and $(0,2)$, and four diagonal ones, $(\pm1,\pm1)$. At the antinodal momentum $(\pi,0)$ their phases add up to $2-4=-2$; at the nodal momentum $(\pi/2,\pi/2)$, to $-2+0=-2$. The totals agree because straight and diagonal amplitudes are equal. For any matrix that commutes with all symmetries of the nearest-neighbour graph, this equality is automatic: one of those symmetries keeps the starting site fixed and carries a straight target to a diagonal one, which no combination of rotations, reflections and translations of the lattice can do.

The single-electron correlations treated below form such matrices, so they cannot distinguish node from antinode on this isolated, finite cluster with nearest-neighbour hopping only. A bath, as in dynamical mean-field theory, is not part of the model.

## Sites, symmetries and plane waves

```lean
import Mathlib

open Matrix

namespace FourByFourCluster

noncomputable section

/-- Sites of the periodic 4 × 4 cluster. -/
abbrev Site := ZMod 4 × ZMod 4
```

A site is a pair of integers modulo 4, which builds in the periodic boundaries.

```lean
/-- Two sites are nearest neighbours on the torus. -/
def Adj (x y : Site) : Prop :=
  y - x = (1, 0) ∨ y - x = (-1, 0) ∨ y - x = (0, 1) ∨ y - x = (0, -1)

instance : DecidableRel Adj := fun x y => by unfold Adj; infer_instance
```

`Adj x y` says that $y-x$ is one lattice step.

```lean
/-- A site permutation that preserves nearest-neighbour adjacency. -/
def IsSymmetry (σ : Equiv.Perm Site) : Prop := ∀ x y, Adj (σ x) (σ y) ↔ Adj x y
```

`IsSymmetry σ` says that the permutation $\sigma$ preserves adjacency in both directions.

```lean
/-- The matrix that moves a particle from each site `y` to `σ y`. -/
def permMat (σ : Equiv.Perm Site) : Matrix Site Site ℂ :=
  Matrix.of fun x y => if x = σ y then 1 else 0
```

This is the permutation matrix $P_\sigma$, with $P_\sigma|y\rangle=|\sigma y\rangle$.

```lean
/-- The phase factor `i ^ a`, for `a` modulo 4. -/
def phase (a : ZMod 4) : ℂ := Complex.I ^ a.val

/-- The plane wave of momentum `(π/2) k`. -/
def planeWave (k r : Site) : ℂ := phase (k.1 * r.1 + k.2 * r.2)
```

Momentum is $\pi k/2$, so `(2, 0)` means $(\pi,0)$ and `(1, 1)` means $(\pi/2,\pi/2)$. The wave $e_k(r)=i^{k\cdot r}$ has norm 4; the normalised state is $e_k/4$, with the same eigenvalue.

```lean
/-- The Bloch sum of the matrix elements between the origin and all sites. -/
def bloch (G : Matrix Site Site ℂ) (k : Site) : ℂ := ∑ r, G 0 r * planeWave k r
```

The Bloch sum is $\lambda_k=\sum_r G(0,r)\,e_k(r)$.

```lean
/-- Phases multiply when their exponents add. -/
theorem phase_add (a b : ZMod 4) : phase (a + b) = phase a * phase b := by
  unfold phase
  rw [ZMod.val_add, ← pow_add]
  exact (pow_eq_pow_mod _ Complex.I_pow_four).symm
```

Phases multiply because $i^4=1$.

```lean
/-- Plane waves are eigenvectors of every translation-invariant matrix, and the Bloch sum is
the eigenvalue. -/
theorem planeWave_eigen (G : Matrix Site Site ℂ)
    (hG : ∀ a x y, G (x + a) (y + a) = G x y) (k : Site) :
    G *ᵥ planeWave k = bloch G k • planeWave k := by
  ext x
  simp only [Matrix.mulVec, dotProduct, Pi.smul_apply, smul_eq_mul, bloch, Finset.sum_mul]
  -- measure positions from the site x
  refine (Equiv.sum_comp (Equiv.addRight x) _).symm.trans ?_
  refine Finset.sum_congr rfl fun r _ => ?_
  have h := hG x 0 r
  rw [zero_add] at h
  have hp : planeWave k (r + x) = planeWave k r * planeWave k x := by
    simp only [planeWave, Prod.fst_add, Prod.snd_add, ← phase_add]
    congr 1
    ring
  change G x (r + x) * planeWave k (r + x) = _
  rw [h, hp, mul_assoc]
```

For translation-invariant $G$, put $y=r+x$:
$$\sum_y G(x,y)e_k(y)=\sum_r G(0,r)e_k(r)e_k(x)=\lambda_k e_k(x).$$
`Equiv.sum_comp` makes the shift. In the statement, `*ᵥ` applies a matrix to a vector and `•` multiplies by a scalar.

```lean
/-- The Bloch sums at `(π,0)` and `(π/2,π/2)`, written out site by site. -/
theorem bloch_sums (G : Matrix Site Site ℂ) :
    bloch G (2, 0) = G 0 (0, 0) + G 0 (0, 1) + G 0 (0, 2) + G 0 (0, 3)
      - (G 0 (1, 0) + G 0 (1, 1) + G 0 (1, 2) + G 0 (1, 3))
      + (G 0 (2, 0) + G 0 (2, 1) + G 0 (2, 2) + G 0 (2, 3))
      - (G 0 (3, 0) + G 0 (3, 1) + G 0 (3, 2) + G 0 (3, 3)) ∧
    bloch G (1, 1) = G 0 (0, 0) - G 0 (0, 2) - G 0 (2, 0) + G 0 (2, 2)
      - G 0 (1, 1) + G 0 (1, 3) + G 0 (3, 1) - G 0 (3, 3)
      + Complex.I * (G 0 (0, 1) - G 0 (0, 3) + G 0 (1, 0) - G 0 (3, 0)
        - G 0 (1, 2) + G 0 (3, 2) - G 0 (2, 1) + G 0 (2, 3)) := by
  have s4 : ∀ f : ZMod 4 → ℂ, ∑ i, f i = f 0 + f 1 + f 2 + f 3 := fun f => Fin.sum_univ_four f
  have p0 : phase 0 = 1 := by
    rw [phase, show (0 : ZMod 4).val = 0 by decide, pow_zero]
  have p1 : phase 1 = Complex.I := by
    rw [phase, show (1 : ZMod 4).val = 1 by decide, pow_one]
  have p2 : phase 2 = -1 := by
    rw [phase, show (2 : ZMod 4).val = 2 by decide, Complex.I_sq]
  have p3 : phase 3 = -Complex.I := by
    rw [phase, show (3 : ZMod 4).val = 3 by decide, pow_succ, Complex.I_sq, neg_one_mul]
  constructor
  · simp only [bloch, planeWave, Fintype.sum_prod_type, s4, zero_mul, add_zero, two_mul,
      phase_add, p0, p1, p2, p3]
    linear_combination (G 0 (1, 0) + G 0 (1, 1) + G 0 (1, 2) + G 0 (1, 3) + G 0 (3, 0)
      + G 0 (3, 1) + G 0 (3, 2) + G 0 (3, 3)) * Complex.I_sq
  · simp only [bloch, planeWave, Fintype.sum_prod_type, s4, one_mul, phase_add, p0, p1, p2, p3]
    linear_combination (G 0 (1, 1) - G 0 (1, 3) - G 0 (3, 1) + G 0 (3, 3)) * Complex.I_sq
```

Both Bloch sums are expanded over the 16 sites, using the phases $1,i,-1,-i$.

```lean
/-- Commuting with a site permutation means that matrix elements are unchanged when both sites
are permuted. -/
theorem commute_iff (G : Matrix Site Site ℂ) (σ : Equiv.Perm Site) :
    G * permMat σ = permMat σ * G ↔ ∀ x y, G (σ x) (σ y) = G x y := by
  have l : ∀ x y, (G * permMat σ) (σ x) y = G (σ x) (σ y) := by
    intro x y; simp [Matrix.mul_apply, permMat]
  have r : ∀ x y, (permMat σ * G) (σ x) y = G x y := by
    intro x y; simp [Matrix.mul_apply, permMat]
  constructor
  · intro h x y
    rw [← l, h, r]
  · intro h
    ext x y
    obtain ⟨x, rfl⟩ := σ.surjective x
    rw [l, r, h]
```

The entries at $(\sigma x,y)$ are $(GP_\sigma)=G(\sigma x,\sigma y)$ and $(P_\sigma G)=G(x,y)$. Commuting therefore means $G(\sigma x,\sigma y)=G(x,y)$.

## The symmetry that joins straight and diagonal

```lean
/-- The quarter turn of the cluster about the origin. -/
def quarterTurn : Equiv.Perm Site where
  toFun r := (-r.2, r.1)
  invFun r := (r.2, -r.1)
  left_inv r := by simp
  right_inv r := by simp
```

The quarter turn is $(r_1,r_2)\mapsto(-r_2,r_1)$.

```lean
/-- Reflects a site through a plaquette centre if exactly one of its coordinates is 1 or 2,
and leaves it in place otherwise. -/
def halfReflect (r : Site) : Site :=
  if (r.1 = 1 ∨ r.1 = 2) ↔ (r.2 = 1 ∨ r.2 = 2) then r else (1 - r.1, 1 - r.2)

/-- The reflection of half of the sites, as a permutation. -/
def hidden : Equiv.Perm Site :=
  Function.Involutive.toPerm halfReflect (by unfold Function.Involutive; decide +kernel)
```

If exactly one coordinate of $(a,b)$ lies in $\{1,2\}$, the site moves to $(1-a,1-b)$; otherwise it stays. Doing this twice restores every site.

```lean
/-- Reflecting half of the sites preserves adjacency, and it takes the site `(2,0)` to the
site `(3,1)`. -/
theorem hidden_isSymmetry : IsSymmetry hidden ∧ hidden (2, 0) = (3, 1) := by
  unfold IsSymmetry
  decide +kernel
```

Two moved sites keep their adjacency, since both are inverted through the same point. The unmoved neighbours of a moved site $(a,b)$ are $(1-a,b)$ and $(a,1-b)$, which are also the unmoved neighbours of its image. Lean checks all pairs with `decide +kernel`.

```lean
/-- A matrix that commutes with every adjacency-preserving site permutation has the plane waves
at `(π,0)` and `(π/2,π/2)` as eigenvectors with one common eigenvalue. -/
theorem node_antinode_degenerate (G : Matrix Site Site ℂ)
    (hG : ∀ σ, IsSymmetry σ → G * permMat σ = permMat σ * G) :
    G *ᵥ planeWave (2, 0) = bloch G (2, 0) • planeWave (2, 0) ∧
    G *ᵥ planeWave (1, 1) = bloch G (2, 0) • planeWave (1, 1) := by
  have inv := fun σ hσ => (commute_iff G σ).1 (hG σ hσ)
  have tr : ∀ a x y, G (x + a) (y + a) = G x y := fun a =>
    inv (Equiv.addRight a) fun x y => by
      change Adj (x + a) (y + a) ↔ Adj x y
      simp only [Adj, add_sub_add_right_eq_sub]
  have hq : IsSymmetry quarterTurn := by unfold IsSymmetry; decide +kernel
  have q : ∀ r r', quarterTurn r = r' → G 0 r' = G 0 r := by
    intro r r' h
    have := inv quarterTurn hq 0 r
    rwa [show quarterTurn 0 = 0 by decide +kernel, h] at this
  -- matrix elements from the origin depend only on the graph distance
  have a1 := q (0, 1) (3, 0) (by decide +kernel)
  have a2 := (q (3, 0) (0, 3) (by decide +kernel)).trans a1
  have a3 := (q (0, 3) (1, 0) (by decide +kernel)).trans a2
  have b1 := q (2, 0) (0, 2) (by decide +kernel)
  have b2 : G 0 (3, 1) = G 0 (2, 0) := by
    have := inv hidden hidden_isSymmetry.1 0 (2, 0)
    rwa [show hidden 0 = 0 by decide +kernel, hidden_isSymmetry.2] at this
  have b3 := (q (3, 1) (3, 3) (by decide +kernel)).trans b2
  have b4 := (q (3, 3) (1, 3) (by decide +kernel)).trans b3
  have b5 := (q (1, 3) (1, 1) (by decide +kernel)).trans b4
  have c1 := q (2, 1) (3, 2) (by decide +kernel)
  have c2 := (q (3, 2) (2, 3) (by decide +kernel)).trans c1
  have c3 := (q (2, 3) (1, 2) (by decide +kernel)).trans c2
  have e : bloch G (1, 1) = bloch G (2, 0) := by
    rw [(bloch_sums G).1, (bloch_sums G).2, a1, a2, a3, b1, b2, b3, b4, b5, c1, c2, c3]
    ring
  exact ⟨planeWave_eigen G tr _, e ▸ planeWave_eigen G tr (1, 1)⟩
```

Translations preserve adjacency, so plane waves are eigenvectors. Quarter turns equate $G(0,r)$ within each orbit, and `hidden`, which fixes the origin, joins $(2,0)$ to the diagonal sites. Thus $G(0,r)=g_d$ depends only on the number $d$ of steps to $r$. The shells $d=1$ and $d=3$ cancel at both momenta, leaving
$$\lambda_{(2,0)}=\lambda_{(1,1)}=g_0-2g_2+g_4.$$
The equalities `a1` to `c3` record the orbits, and `ring` compares the sums.

## Diagonal hopping as a counter-example

```lean
/-- Equals one for a single step either way around a ring of four sites, and zero otherwise. -/
def step (a : ZMod 4) : ℂ := if a = 1 ∨ a = 3 then 1 else 0

/-- Hopping of unit amplitude across the plaquette diagonals. -/
def diagonalHop : Matrix Site Site ℂ :=
  Matrix.of fun x y => step (y.1 - x.1) * step (y.2 - x.2)
```

This matrix connects each site to its four diagonal neighbours only.

```lean
/-- Diagonal hopping separates the two momenta: its eigenvalue is `-4` at `(π,0)` and `0` at
`(π/2,π/2)`. -/
theorem diagonalHop_splits :
    diagonalHop *ᵥ planeWave (2, 0) = (-4 : ℂ) • planeWave (2, 0) ∧
    diagonalHop *ᵥ planeWave (1, 1) = (0 : ℂ) • planeWave (1, 1) := by
  have tr : ∀ a x y, diagonalHop (x + a) (y + a) = diagonalHop x y := by
    intro a x y
    simp [diagonalHop]
  have d0 : step 0 = 0 := if_neg (by decide)
  have d1 : step 1 = 1 := if_pos (by decide)
  have d2 : step 2 = 0 := if_neg (by decide)
  have d3 : step 3 = 1 := if_pos (by decide)
  have e1 : bloch diagonalHop (2, 0) = -4 := by
    rw [(bloch_sums _).1]
    simp only [diagonalHop, Matrix.of_apply, Prod.fst_zero, Prod.snd_zero, sub_zero,
      d0, d1, d2, d3]
    norm_num
  have e2 : bloch diagonalHop (1, 1) = 0 := by
    rw [(bloch_sums _).2]
    simp only [diagonalHop, Matrix.of_apply, Prod.fst_zero, Prod.snd_zero, sub_zero,
      d0, d1, d2, d3]
    norm_num
  exact ⟨e1 ▸ planeWave_eigen _ tr _, e2 ▸ planeWave_eigen _ tr _⟩
```

The Bloch sums are $-4$ and $0$. Diagonal hopping respects translations and the rotations and reflections of the square, so commuting with those alone does not force the degeneracy.

## Interacting electrons

```lean
/-- Fermionic Fock space: the exterior algebra over the site and spin modes. -/
abbrev Fock := ExteriorAlgebra ℂ (Site × Bool → ℂ)

/-- Creation of an electron: exterior multiplication by its mode. -/
def create (x : Site) (s : Bool) : Module.End ℂ Fock :=
  LinearMap.mulLeft ℂ (ExteriorAlgebra.ι ℂ (Pi.single (x, s) 1))

/-- Annihilation of an electron: contraction with its mode. -/
def annihilate (x : Site) (s : Bool) : Module.End ℂ Fock :=
  CliffordAlgebra.contractLeft (Q := (0 : QuadraticForm ℂ (Site × Bool → ℂ)))
    (LinearMap.proj (x, s) : Module.Dual ℂ (Site × Bool → ℂ))
```

Fock space is the exterior algebra over 32 site-spin modes. $c^\dagger_{xs}$ wedges with a mode and $c_{xs}$ contracts with it.

```lean
/-- The nearest-neighbour Hubbard Hamiltonian with hopping `t`, repulsion `U` and chemical
potential `μ`. -/
def hubbard (t U μ : ℝ) : Module.End ℂ Fock :=
  (-t : ℂ) • (∑ x, ∑ y, ∑ s, if Adj x y then create x s * annihilate y s else 0)
  + (U : ℂ) • (∑ x, create x true * annihilate x true * (create x false * annihilate x false))
  - (μ : ℂ) • (∑ x, ∑ s, create x s * annihilate x s)
```

$$H=-t\sum_{x,y\ \text{adjacent},\,s}c^\dagger_{xs}c_{ys}+U\sum_x n_{x\uparrow}n_{x\downarrow}-\mu\sum_{x,s}n_{xs}$$
The ordered pairs supply both hopping directions, and $t,U,\mu$ are any real numbers.

```lean
/-- A site permutation acting on one-electron amplitudes. -/
def move (σ : Equiv.Perm Site) : (Site × Bool → ℂ) →ₗ[ℂ] (Site × Bool → ℂ) :=
  LinearMap.funLeft ℂ ℂ fun m => (σ.symm m.1, m.2)

/-- A site permutation acting on Fock space. -/
def relabel (σ : Equiv.Perm Site) : Module.End ℂ Fock :=
  (ExteriorAlgebra.map (move σ)).toLinearMap
```

A site permutation acts on one-electron amplitudes and extends to an operator $R_\sigma$ on Fock space.

```lean
/-- Relabelling the sites carries the fermion operators of site `x` to those of site `σ x`. -/
theorem relabel_operators (σ : Equiv.Perm Site) (x : Site) (s : Bool) :
    relabel σ * create x s = create (σ x) s * relabel σ ∧
    relabel σ * annihilate x s = annihilate (σ x) s * relabel σ := by
  have hmul : ∀ v (w : Fock), relabel σ (ExteriorAlgebra.ι ℂ v * w)
      = ExteriorAlgebra.ι ℂ (move σ v) * relabel σ w := by
    intro v w
    simp [relabel]
  constructor
  · refine LinearMap.ext fun w => ?_
    have hs : move σ (Pi.single (x, s) 1) = Pi.single (σ x, s) 1 := by
      ext ⟨y, s'⟩
      simp [move, LinearMap.funLeft_apply, Pi.single_apply, Equiv.symm_apply_eq]
    change relabel σ (ExteriorAlgebra.ι ℂ (Pi.single (x, s) 1) * w)
      = ExteriorAlgebra.ι ℂ (Pi.single (σ x, s) 1) * relabel σ w
    rw [hmul, hs]
  · have hann : ∀ z v (w : Fock), annihilate z s (ExteriorAlgebra.ι ℂ v * w)
        = v (z, s) • w - ExteriorAlgebra.ι ℂ v * annihilate z s w := by
      intro z v w
      exact CliffordAlgebra.contractLeft_ι_mul ..
    have h0 : ∀ z r, annihilate z s (algebraMap ℂ Fock r) = 0 := by
      intro z r
      exact CliffordAlgebra.contractLeft_algebraMap ..
    have key : ∀ w : Fock,
        relabel σ (annihilate x s w) = annihilate (σ x) s (relabel σ w) := by
      intro w
      induction w using CliffordAlgebra.left_induction with
      | algebraMap r =>
        have hr : relabel σ (algebraMap ℂ Fock r) = algebraMap ℂ Fock r :=
          (ExteriorAlgebra.map (move σ)).commutes r
        change relabel σ (annihilate x s (algebraMap ℂ Fock r))
          = annihilate (σ x) s (relabel σ (algebraMap ℂ Fock r))
        rw [hr, h0, h0, map_zero]
      | add a b ha hb => simp only [map_add, ha, hb]
      | ι_mul w v hw =>
        have hv : move σ v (σ x, s) = v (x, s) := by simp [move, LinearMap.funLeft_apply]
        change relabel σ (annihilate x s (ExteriorAlgebra.ι ℂ v * w))
          = annihilate (σ x) s (relabel σ (ExteriorAlgebra.ι ℂ v * w))
        rw [hann, map_sub, map_smul, hmul, hmul, hann, hw, hv]
    exact LinearMap.ext key
```

$R_\sigma$ respects wedge products, which gives $R_\sigma c^\dagger_{xs}=c^\dagger_{\sigma x,s}R_\sigma$. For annihilation, induct with $c_{xs}(v\wedge w)=v(x,s)\,w-v\wedge c_{xs}w$, starting from the vacuum, where $c_{xs}$ gives zero.

```lean
/-- The Hubbard Hamiltonian commutes with every adjacency-preserving relabelling of sites. -/
theorem relabel_hubbard (t U μ : ℝ) (σ : Equiv.Perm Site) (hσ : IsSymmetry σ) :
    Commute (relabel σ) (hubbard t U μ) := by
  have pair : ∀ x y s, relabel σ * (create x s * annihilate y s)
      = create (σ x) s * annihilate (σ y) s * relabel σ := fun x y s =>
    SemiconjBy.mul_right (relabel_operators σ x s).1 (relabel_operators σ y s).2
  have sum : ∀ F F' : Site → Module.End ℂ Fock,
      (∀ x, relabel σ * F x = F' (σ x) * relabel σ) →
      relabel σ * ∑ x, F x = (∑ x, F' x) * relabel σ := by
    intro F F' h
    rw [Finset.mul_sum, Finset.sum_mul, ← Equiv.sum_comp σ (fun x => F' x * relabel σ)]
    exact Finset.sum_congr rfl fun x _ => h x
  unfold hubbard
  refine ((Commute.smul_right ?_ _).add_right (Commute.smul_right ?_ _)).sub_right
    (Commute.smul_right ?_ _)
  · refine sum _ _ fun x => sum _ (fun y => ∑ s,
      if Adj (σ x) y then create (σ x) s * annihilate y s else 0) fun y => ?_
    rw [Finset.mul_sum, Finset.sum_mul]
    refine Finset.sum_congr rfl fun s _ => ?_
    by_cases h : Adj x y
    · rw [if_pos h, if_pos ((hσ x y).2 h), pair]
    · rw [if_neg h, if_neg (fun h' => h ((hσ x y).1 h')), mul_zero, zero_mul]
  · exact sum _ _ fun x => SemiconjBy.mul_right (pair x x true) (pair x x false)
  · refine sum _ _ fun x => ?_
    rw [Finset.mul_sum, Finset.sum_mul]
    exact Finset.sum_congr rfl fun s _ => pair x x s
```

Moving $R_\sigma$ through $H$ relabels each sum. The hopping term survives because $\sigma$ preserves adjacency; the on-site terms allow any permutation.

```lean
/-- The correlation matrix `Tr (f(H) c_x g(H) c†_y)` of electrons with spin `s`, for
polynomials `f` and `g` of the Hubbard Hamiltonian. -/
def correlation (t U μ : ℝ) (f g : Polynomial ℂ) (s : Bool) : Matrix Site Site ℂ :=
  Matrix.of fun x y => LinearMap.trace ℂ Fock
    (Polynomial.aeval (hubbard t U μ) f * annihilate x s *
      Polynomial.aeval (hubbard t U μ) g * create y s)
```

The matrix is $G(x,y)=\mathrm{Tr}\,[f(H)\,c_{xs}\,g(H)\,c^\dagger_{ys}]$ for polynomials $f,g$. In finite dimension $e^{-\tau H}$ equals a polynomial in $H$, so $f=e^{-(\beta-\tau)H}$ and $g=e^{-\tau H}$ give the thermal correlation at inverse temperature $\beta$, up to the partition function; this translation is left to the reader, since the Lean statement speaks of polynomials.

```lean
/-- In the nearest-neighbour Hubbard model on the 4 × 4 torus, each of these correlation
matrices has the same eigenvalue at `(π,0)` and at `(π/2,π/2)`. -/
theorem hubbard_node_antinode (t U μ : ℝ) (f g : Polynomial ℂ) (s : Bool) :
    let G := correlation t U μ f g s
    G *ᵥ planeWave (2, 0) = bloch G (2, 0) • planeWave (2, 0) ∧
    G *ᵥ planeWave (1, 1) = bloch G (2, 0) • planeWave (1, 1) := by
  refine node_antinode_degenerate _ fun σ hσ => (commute_iff _ σ).2 fun x y => ?_
  have inv : ∀ τ : Equiv.Perm Site, relabel τ * relabel τ.symm = 1 := by
    intro τ
    have h : move τ ∘ₗ move τ.symm = LinearMap.id :=
      LinearMap.ext fun v => funext fun m => by simp [move, LinearMap.funLeft_apply]
    have h' := ExteriorAlgebra.map_comp_map (move τ.symm) (move τ)
    rw [h, ExteriorAlgebra.map_id] at h'
    exact LinearMap.ext fun w => DFunLike.congr_fun h' w
  have poly : ∀ p : Polynomial ℂ,
      Commute (relabel σ) (Polynomial.aeval (hubbard t U μ) p) := by
    intro p
    rw [Polynomial.aeval_eq_sum_range]
    exact Commute.sum_right _ _ _ fun i _ =>
      ((relabel_hubbard t U μ σ hσ).pow_right i).smul_right _
  -- relabelling conjugates the operator under the trace
  have conj := SemiconjBy.mul_right (SemiconjBy.mul_right (SemiconjBy.mul_right (poly f)
    (relabel_operators σ x s).2) (poly g)) (relabel_operators σ y s).1
  have inv' : relabel σ.symm * relabel σ = 1 := inv σ.symm
  simp only [correlation, Matrix.of_apply]
  rw [← mul_one (_ * create (σ y) s), ← inv σ, ← mul_assoc, ← conj.eq,
    LinearMap.trace_mul_comm, ← mul_assoc, inv', one_mul]

end

end FourByFourCluster
```

Let $A_{xy}$ be the operator under the trace. Then $R_\sigma A_{xy}=A_{\sigma x,\sigma y}R_\sigma$ (`conj`), and cyclicity gives
$$G(\sigma x,\sigma y)=\mathrm{Tr}(R_\sigma A_{xy}R_\sigma^{-1})=G(x,y).$$
The matrix theorem now applies.

```lean
#print axioms FourByFourCluster.diagonalHop_splits
#print axioms FourByFourCluster.hubbard_node_antinode
```

```
'FourByFourCluster.diagonalHop_splits' depends on axioms: [propext, Classical.choice, Quot.sound]
'FourByFourCluster.hubbard_node_antinode' depends on axioms: [propext, Classical.choice, Quot.sound]
```
